# In a two-level model, a dark triplet below a singlet borrows at most the fraction $|V|^2/D^2$ of the singlet's dipole strength

Put a singlet at energy 3, a triplet at energy 0, and couple them by 2, all in the same unit:

$$H=\begin{pmatrix}3&2\\2&0\end{pmatrix}.$$

The eigenvalues are $-1$ and $4$, with normalised eigenvectors $(1,-2)/\sqrt5$ and $(2,1)/\sqrt5$. The lower state is mostly triplet, but one fifth of its weight is singlet. If light reaches only the singlet, the lower state takes one fifth of the singlet's dipole strength and the upper state keeps four fifths. The perturbative estimate, coupling squared over gap squared, gives $4/9$: too large here, but accurate when the coupling is weak.

In general, let $E_s$ and $E_t$ be the uncoupled energies, $V$ the complex coupling, $D=E_s-E_t$ and $R=\sqrt{D^2+4|V|^2}$. When the singlet lies above the triplet, $D>0$, the lower state has singlet weight

$$s=\tfrac12\left(1-\frac DR\right).$$

This describes spin-orbit mixing of excited states computed without spin-orbit coupling, restricted to one singlet and one triplet sublevel with all other states neglected.

## Two levels and a Hermitian coupling

The uncoupled energies are real, and the two off-diagonal elements are complex conjugates. By hand, this makes their product $|V|^2$, so that the square root $R$ is real. Without Hermiticity that product could be any complex number, and the energies could be complex.

```lean
import Mathlib

open Matrix Filter Topology ComplexConjugate

namespace SingletTripletBorrowing

noncomputable section
```

Index 0 is the singlet and index 1 the triplet.

```lean
/-- The Hamiltonian in the basis (singlet, triplet), with energies `Es`, `Et` and
spin-orbit coupling `V`. -/
def hamiltonian (Es Et : ℝ) (V : ℂ) : Matrix (Fin 2) (Fin 2) ℂ :=
  !![(Es : ℂ), V; conj V, (Et : ℂ)]
```

The other definitions name $R$, the two energies $E_\pm=(E_s+E_t\pm R)/2$, and $s$. In `splitting` and `admixture` the gap $D$ is a separate argument; the theorems about states set it to `Es - Et`.

```lean
/-- The splitting `sqrt (D² + 4|V|²)` of two levels with bare gap `D` and coupling `V`. -/
def splitting (D : ℝ) (V : ℂ) : ℝ := √(D ^ 2 + 4 * ‖V‖ ^ 2)

/-- The lower energy of the coupled pair. -/
def lowerEnergy (Es Et : ℝ) (V : ℂ) : ℝ := (Es + Et - splitting (Es - Et) V) / 2

/-- The upper energy of the coupled pair. -/
def upperEnergy (Es Et : ℝ) (V : ℂ) : ℝ := (Es + Et + splitting (Es - Et) V) / 2

/-- The weight `(1 - D / sqrt (D² + 4|V|²)) / 2`, for `D` and `V` not both zero. -/
def admixture (D : ℝ) (V : ℂ) : ℝ := (1 - D / splitting D V) / 2
```

A real triplet has three sublevels, and $V$ couples the singlet to one of them. The numbers $E_s$, $E_t$ and $V$ are inputs; nothing here derives them from a density functional.

## A normalised state

A weight is a probability only if $|\psi_0|^2+|\psi_1|^2=1$. Without this condition, rescaling $\psi$ would change its singlet weight, and the zero vector would solve the eigenvalue equation at every energy. `IsEigenstate` therefore contains both the normalisation and the equation $H\psi=E\psi$, with $E$ real.

```lean
/-- `ψ` is a normalised eigenvector of the Hamiltonian with energy `E`. -/
def IsEigenstate (Es Et : ℝ) (V : ℂ) (E : ℝ) (ψ : Fin 2 → ℂ) : Prop :=
  ‖ψ 0‖ ^ 2 + ‖ψ 1‖ ^ 2 = 1 ∧ hamiltonian Es Et V *ᵥ ψ = (E : ℂ) • ψ
```

The dipole strength is defined for any vector, as the squared modulus of the row $(d,0)$ contracted with $\psi$.

```lean
/-- The squared modulus of the transition dipole between the ground state and `ψ`, when it is `d` to
the singlet and zero to the triplet. -/
def dipoleStrength (d : ℂ) (ψ : Fin 2 → ℂ) : ℝ := ‖![d, 0] ⬝ᵥ ψ‖ ^ 2
```

Two facts about $R$ are used throughout: $R^2=D^2+4|V|^2$ and $R\ge D$.

```lean
/-- The square of the splitting is `D² + 4|V|²`. -/
theorem splitting_sq (D : ℝ) (V : ℂ) : splitting D V ^ 2 = D ^ 2 + 4 * ‖V‖ ^ 2 :=
  Real.sq_sqrt (by positivity)

/-- Coupling never reduces the splitting below the bare gap. -/
theorem le_splitting (D : ℝ) (V : ℂ) : D ≤ splitting D V :=
  Real.le_sqrt_of_sq_le (by nlinarith [sq_nonneg ‖V‖])
```

In components, $H\psi=E\psi$ reads

$$V\psi_1=(E-E_s)\psi_0,\qquad \overline V\psi_0=(E-E_t)\psi_1.$$

```lean
/-- The eigenvalue equation written out in its singlet and triplet components. -/
theorem eigen_iff (Es Et E : ℝ) (V : ℂ) (ψ : Fin 2 → ℂ) :
    hamiltonian Es Et V *ᵥ ψ = (E : ℂ) • ψ ↔
      V * ψ 1 = ((E - Es : ℝ) : ℂ) * ψ 0 ∧ conj V * ψ 0 = ((E - Et : ℝ) : ℂ) * ψ 1 := by
  push_cast
  constructor
  · intro h
    have h0 := congrFun h 0
    have h1 := congrFun h 1
    simp [hamiltonian, Matrix.mulVec, dotProduct, Fin.sum_univ_two] at h0 h1
    exact ⟨by linear_combination h0, by linear_combination h1⟩
  · rintro ⟨h0, h1⟩
    ext i
    fin_cases i
    · simp [hamiltonian, Matrix.mulVec, dotProduct, Fin.sum_univ_two]
      linear_combination h0
    · simp [hamiltonian, Matrix.mulVec, dotProduct, Fin.sum_univ_two]
      linear_combination h1
```

Multiply the first equation by $E-E_t$ and substitute the second:

$$\big[(E-E_s)(E-E_t)-|V|^2\big]\psi_0=0.$$

The same elimination in the other order gives this equation for $\psi_1$. Normalisation forbids both amplitudes from vanishing, so the bracket is zero. The resulting quadratic has discriminant $(E_s+E_t)^2-4E_sE_t+4|V|^2=R^2$, and its roots are $E_\pm$.

## The singlet lies above the triplet

The hypothesis `hD : 0 < Es - Et` says that the bright state is the higher one before coupling. It gives $R\ge D>0$, which permits division by $R$ and by $R+D$.

It also makes these explicit solutions nonzero:

$$\left(-V,\tfrac{D+R}{2}\right)\ \text{at }E_-,\qquad \left(\tfrac{D+R}{2},\overline V\right)\ \text{at }E_+.$$

For the first, $E_--E_s=-(D+R)/2$ satisfies the first component equation at once, and the second requires $-|V|^2=(D-R)(D+R)/4$, which is the definition of $R$. The upper vector works in the same way. Both have squared norm $|V|^2+(D+R)^2/4=R(R+D)/2$, so they can be normalised.

In the proof of `energy_iff`, `hz` is the secular equation and `hf` its factorised form. For the converse, `key` normalises a nonzero solution and is then applied to the two vectors above.

```lean
/-- For a singlet above the triplet, a real energy `E` has a normalised eigenstate exactly when
it is the lower or the upper energy. -/
theorem energy_iff {Es Et : ℝ} (hD : 0 < Es - Et) (V : ℂ) (E : ℝ) :
    (∃ ψ, IsEigenstate Es Et V E ψ) ↔
      E = lowerEnergy Es Et V ∨ E = upperEnergy Es Et V := by
  have hR := splitting_sq (Es - Et) V
  have hle := le_splitting (Es - Et) V
  have hRc : (splitting (Es - Et) V : ℂ) ^ 2 = ((Es : ℂ) - Et) ^ 2 + 4 * (‖V‖ : ℂ) ^ 2 := by
    exact_mod_cast hR
  have hv : conj V * V = (‖V‖ : ℂ) ^ 2 := Complex.conj_mul' V
  constructor
  · rintro ⟨ψ, hn, hψ⟩
    obtain ⟨h0, h1⟩ := (eigen_iff Es Et E V ψ).mp hψ
    -- the secular equation, since the two amplitudes cannot both vanish
    have hz : ((E - Es : ℝ) : ℂ) * ((E - Et : ℝ) : ℂ) = (‖V‖ : ℂ) ^ 2 := by
      by_contra hne
      have hs := sub_ne_zero.mpr hne
      have a0 : ψ 0 = 0 := (mul_eq_zero.mp (by
        linear_combination (-((E - Et : ℝ) : ℂ)) * h0 - V * h1 + ψ 0 * hv)).resolve_left hs
      have a1 : ψ 1 = 0 := (mul_eq_zero.mp (by
        linear_combination (-((E - Es : ℝ) : ℂ)) * h1 - conj V * h0 + ψ 1 * hv)).resolve_left hs
      simp [a0, a1] at hn
    have hr : (E - Es) * (E - Et) = ‖V‖ ^ 2 := by exact_mod_cast hz
    have hf : (E - lowerEnergy Es Et V) * (E - upperEnergy Es Et V) = 0 := by
      unfold lowerEnergy upperEnergy
      linear_combination hr - hR / 4
    exact (mul_eq_zero.mp hf).imp sub_eq_zero.mp sub_eq_zero.mp
  · -- any nonzero solution can be normalised
    have key : ∀ a b : ℂ, 0 < ‖a‖ ^ 2 + ‖b‖ ^ 2 → V * b = ((E - Es : ℝ) : ℂ) * a →
        conj V * a = ((E - Et : ℝ) : ℂ) * b → ∃ ψ, IsEigenstate Es Et V E ψ := by
      intro a b hn h0 h1
      obtain ⟨c, hc⟩ : ∃ c : ℝ, c ^ 2 * (‖a‖ ^ 2 + ‖b‖ ^ 2) = 1 :=
        ⟨(√(‖a‖ ^ 2 + ‖b‖ ^ 2))⁻¹, by
          rw [inv_pow, Real.sq_sqrt hn.le]
          exact inv_mul_cancel₀ hn.ne'⟩
      refine ⟨![(c : ℂ) * a, (c : ℂ) * b], ?_, (eigen_iff Es Et E V _).mpr ⟨?_, ?_⟩⟩
      · change ‖(c : ℂ) * a‖ ^ 2 + ‖(c : ℂ) * b‖ ^ 2 = 1
        rw [norm_mul, norm_mul, mul_pow, mul_pow, Complex.norm_real, Real.norm_eq_abs, sq_abs]
        linear_combination hc
      · change V * ((c : ℂ) * b) = ((E - Es : ℝ) : ℂ) * ((c : ℂ) * a)
        linear_combination (c : ℂ) * h0
      · change conj V * ((c : ℂ) * a) = ((E - Et : ℝ) : ℂ) * ((c : ℂ) * b)
        linear_combination (c : ℂ) * h1
    have hpos : 0 < ‖(((Es - Et + splitting (Es - Et) V) / 2 : ℝ) : ℂ)‖ ^ 2 := by
      rw [Complex.norm_real, Real.norm_eq_abs, sq_abs]
      exact pow_pos (by linarith) 2
    rintro (rfl | rfl)
    · refine key (-V) (((Es - Et + splitting (Es - Et) V) / 2 : ℝ) : ℂ)
        (add_pos_of_nonneg_of_pos (sq_nonneg _) hpos) ?_ ?_
      · unfold lowerEnergy
        push_cast
        ring
      · unfold lowerEnergy
        push_cast
        linear_combination -hv + hRc / 4
    · refine key (((Es - Et + splitting (Es - Et) V) / 2 : ℝ) : ℂ) (conj V)
        (add_pos_of_pos_of_nonneg hpos (sq_nonneg _)) ?_ ?_
      · unfold upperEnergy
        push_cast
        linear_combination hv - hRc / 4
      · unfold upperEnergy
        push_cast
        ring
```

For the weight, take squared moduli in the first component equation at $E_-$ and use $|\psi_1|^2=1-|\psi_0|^2$:

$$|V|^2\big(1-|\psi_0|^2\big)=\frac{(R+D)^2}{4}|\psi_0|^2.$$

Solving, and using $|V|^2+(R+D)^2/4=R(R+D)/2$, gives

$$|\psi_0|^2=\frac{2|V|^2}{R(R+D)}=\frac{R-D}{2R}=s,$$

where the middle step is $4|V|^2=(R-D)(R+D)$. `admixture_eq` proves the equality of the two forms of $s$.

```lean
/-- For a positive gap the admixture equals `2|V|² / (R (R + D))`, with `R` the splitting. -/
theorem admixture_eq {D : ℝ} (hD : 0 < D) (V : ℂ) :
    admixture D V = 2 * ‖V‖ ^ 2 / (splitting D V * (splitting D V + D)) := by
  have hR : 0 < splitting D V := hD.trans_le (le_splitting D V)
  have h1 : admixture D V = (splitting D V - D) / (2 * splitting D V) := by
    unfold admixture
    field_simp
  rw [h1, div_eq_div_iff (by positivity) (by positivity)]
  linear_combination splitting D V * splitting_sq D V
```

In `lower_singlet_weight`, `h` is the squared component equation. The final `linear_combination` combines it with normalisation and the square of $R$. Because the statement concerns every normalised lower eigenstate, the choice of phase does not matter.

```lean
/-- For a singlet above the triplet, every normalised lower eigenstate has singlet weight
`s = (1 - D / sqrt (D² + 4|V|²)) / 2`, where `D = Es - Et`. -/
theorem lower_singlet_weight {Es Et : ℝ} (hD : 0 < Es - Et) {V : ℂ} {ψ : Fin 2 → ℂ}
    (hψ : IsEigenstate Es Et V (lowerEnergy Es Et V) ψ) :
    ‖ψ 0‖ ^ 2 = admixture (Es - Et) V := by
  have hR : 0 < splitting (Es - Et) V := hD.trans_le (le_splitting _ V)
  have h := congrArg (fun z : ℂ => ‖z‖ ^ 2) ((eigen_iff _ _ _ _ _).mp hψ.2).1
  simp only [norm_mul, mul_pow, Complex.norm_real, Real.norm_eq_abs, sq_abs] at h
  unfold lowerEnergy at h
  rw [admixture_eq hD, eq_div_iff (by positivity)]
  linear_combination (-2) * h + 2 * ‖V‖ ^ 2 * hψ.1 +
    ‖ψ 0‖ ^ 2 / 2 * splitting_sq (Es - Et) V
```

At $E_+$ the second component equation gives $|V|^2|\psi_0|^2=\frac{(R+D)^2}{4}|\psi_1|^2$. This is the previous relation with singlet and triplet exchanged, so the triplet weight is $s$ and the singlet weight is $1-s$. The proof has the same two steps, with `ht` as the triplet weight.

```lean
/-- For a singlet above the triplet, every normalised upper eigenstate has singlet weight
`1 - s`, with `s` the admixture at gap `Es - Et`. -/
theorem upper_singlet_weight {Es Et : ℝ} (hD : 0 < Es - Et) {V : ℂ} {ψ : Fin 2 → ℂ}
    (hψ : IsEigenstate Es Et V (upperEnergy Es Et V) ψ) :
    ‖ψ 0‖ ^ 2 = 1 - admixture (Es - Et) V := by
  have hR : 0 < splitting (Es - Et) V := hD.trans_le (le_splitting _ V)
  have h := congrArg (fun z : ℂ => ‖z‖ ^ 2) ((eigen_iff _ _ _ _ _).mp hψ.2).2
  simp only [norm_mul, mul_pow, Complex.norm_real, Real.norm_eq_abs, sq_abs,
    RCLike.norm_conj] at h
  unfold upperEnergy at h
  -- the triplet weight of the upper state is the admixture
  have ht : ‖ψ 1‖ ^ 2 = admixture (Es - Et) V := by
    rw [admixture_eq hD, eq_div_iff (by positivity)]
    linear_combination (-2) * h + 2 * ‖V‖ ^ 2 * hψ.1 +
      ‖ψ 1‖ ^ 2 / 2 * splitting_sq (Es - Et) V
  linarith [hψ.1]
```

At $V=0$ both theorems still apply: the lower state is the pure triplet and $s=0$. If $D=0$ and $V=0$, every vector is an eigenvector and no weight is determined. If $D<0$, the lower state is mostly singlet, and the word "borrowing" belongs to the upper one.

## Only the singlet carries a dipole

The row $(d,0)$ expresses the spin selection rule: the transition dipole from a singlet ground state is $d$ to the singlet and zero to the triplet. The ground state itself is left unmixed. By hand, the transition amplitude is $d\psi_0$, and its squared modulus is $|d|^2|\psi_0|^2$. The two strengths are thus $s|d|^2$ and $(1-s)|d|^2$, with sum $|d|^2$.

In the proof, `h` establishes this factorisation for any vector, and the two weight theorems supply $|\psi_0|^2$.

```lean
/-- Intensity borrowing: with the singlet above the triplet and a dipole `d` to the singlet only,
normalised lower and upper eigenstates have dipole strengths `s|d|²` and `(1 - s)|d|²`, where `s` is
the admixture at gap `Es - Et`. -/
theorem intensity_borrowing {Es Et : ℝ} (hD : 0 < Es - Et) {V : ℂ} (d : ℂ)
    {φ χ : Fin 2 → ℂ} (hφ : IsEigenstate Es Et V (lowerEnergy Es Et V) φ)
    (hχ : IsEigenstate Es Et V (upperEnergy Es Et V) χ) :
    dipoleStrength d φ = admixture (Es - Et) V * ‖d‖ ^ 2 ∧
      dipoleStrength d χ = (1 - admixture (Es - Et) V) * ‖d‖ ^ 2 := by
  have h : ∀ ψ : Fin 2 → ℂ, dipoleStrength d ψ = ‖ψ 0‖ ^ 2 * ‖d‖ ^ 2 := by
    intro ψ
    have h1 : ![d, 0] ⬝ᵥ ψ = d * ψ 0 := by simp [dotProduct, Fin.sum_univ_two]
    rw [dipoleStrength, h1, norm_mul]
    ring
  rw [h, h, lower_singlet_weight hD hφ, upper_singlet_weight hD hχ]
  exact ⟨rfl, rfl⟩
```

If the triplet had its own dipole $t$, the amplitude would be $d\psi_0+t\psi_1$, and interference would make the strength depend on relative phases as well as weights. Here $d$ is one Cartesian component. An oscillator strength also contains the excitation energy, so the oscillator strengths of the two states need not divide in the ratio $s:(1-s)$.

## A fixed gap and a small, nonzero coupling

Since $R\ge D>0$, the denominator satisfies $R(R+D)\ge2D^2$. Hence

$$s=\frac{2|V|^2}{R(R+D)}\le\frac{|V|^2}{D^2}$$

for every $V$, large or small. The perturbative estimate therefore never understates the borrowed fraction in this model. The Lean proof establishes the denominator inequality as `h` and then clears fractions.

```lean
/-- For a positive gap `D`, the admixture is at most the perturbative estimate `|V|² / D²`. -/
theorem admixture_le {D : ℝ} (hD : 0 < D) (V : ℂ) :
    admixture D V ≤ ‖V‖ ^ 2 / D ^ 2 := by
  have hle := le_splitting D V
  have hR : 0 < splitting D V := hD.trans_le hle
  have h : 2 * D ^ 2 ≤ splitting D V * (splitting D V + D) := by nlinarith
  rw [admixture_eq hD, div_le_div_iff₀ (by positivity) (by positivity)]
  nlinarith [mul_le_mul_of_nonneg_left h (sq_nonneg ‖V‖)]
```

The sign of $D$ matters: for $D<0$ the formula gives $s\ge1/2$, while $|V|^2/D^2$ can be as small as one likes.

For $V\ne0$, dividing by the estimate gives

$$\frac{sD^2}{|V|^2}=\frac{2D^2}{R(R+D)}.$$

The right side is continuous in $V$ and equals 1 at $V=0$, where $R=D$. The ratio therefore tends to 1 from every direction in the complex plane. In Lean, `hc` is the continuity, `h1` the value at zero, and `congr'` replaces the continuous function by the ratio away from zero.

```lean
/-- For a fixed positive gap `D`, the ratio of the admixture to `|V|² / D²` tends to one as the
nonzero complex coupling `V` tends to zero. -/
theorem admixture_asymptotic {D : ℝ} (hD : 0 < D) :
    Tendsto (fun V : ℂ => admixture D V * D ^ 2 / ‖V‖ ^ 2) (𝓝[≠] 0) (𝓝 1) := by
  have hpos : ∀ V : ℂ, 0 < splitting D V := fun V => hD.trans_le (le_splitting D V)
  have hs : Continuous (fun V : ℂ => splitting D V) :=
    Real.continuous_sqrt.comp (by fun_prop)
  have hc : Continuous
      (fun V : ℂ => 2 * D ^ 2 / (splitting D V * (splitting D V + D))) :=
    continuous_const.div (hs.mul (hs.add continuous_const))
      (fun V => (mul_pos (hpos V) (add_pos (hpos V) hD)).ne')
  have h0 : splitting D 0 = D := by simp [splitting, Real.sqrt_sq hD.le]
  have h1 : 2 * D ^ 2 / (splitting D 0 * (splitting D 0 + D)) = 1 := by
    rw [h0, div_eq_one_iff_eq (by positivity)]
    ring
  have ht := hc.tendsto 0
  rw [h1] at ht
  -- away from V = 0 the ratio is this continuous function
  refine (ht.mono_left nhdsWithin_le_nhds).congr' ?_
  filter_upwards [self_mem_nhdsWithin] with V hV
  have hV' : ‖V‖ ≠ 0 := norm_ne_zero_iff.mpr hV
  have hR := hpos V
  have hRD : splitting D V + D ≠ 0 := (add_pos hR hD).ne'
  rw [admixture_eq hD]
  field_simp

end

end SingletTripletBorrowing
```

The filter `𝓝[≠] 0` expresses $V\ne0$. It is needed because the ratio at $V=0$ is $0/0$, to which Lean assigns the value 0 and not 1. The theorem holds the gap fixed, so that $|V|/D$ tends to zero. If $D$ instead shrinks in proportion to $|V|$, the ratio keeps a constant value below 1.

```lean
#print axioms SingletTripletBorrowing.energy_iff
-- 'SingletTripletBorrowing.energy_iff' depends on axioms: [propext, Classical.choice, Quot.sound]
#print axioms SingletTripletBorrowing.intensity_borrowing
-- 'SingletTripletBorrowing.intensity_borrowing' depends on axioms: [propext, Classical.choice, Quot.sound]
#print axioms SingletTripletBorrowing.admixture_le
-- 'SingletTripletBorrowing.admixture_le' depends on axioms: [propext, Classical.choice, Quot.sound]
#print axioms SingletTripletBorrowing.admixture_asymptotic
-- 'SingletTripletBorrowing.admixture_asymptotic' depends on axioms: [propext, Classical.choice, Quot.sound]
```

## From spin-orbit matrix elements to intensities

One way to add spin-orbit coupling to spin-free excited states, with the ground state left unmixed, is to put the excitation energies on the diagonal and the spin-orbit matrix elements off it, diagonalise, and contract the spin-free transition dipoles with the eigenvectors. For the two-state block, `numpy.linalg.eigh` returns energies in ascending order and normalised eigenvectors as columns. With `w, c = numpy.linalg.eigh(H)`, the number `abs(c[0, 0])**2` is $s$, up to rounding.

When $s$ is coded directly and $|V|\ll D$, the form $2|V|^2/(R(R+D))$ is preferable: $1-D/R$ subtracts two nearly equal numbers and loses digits.
